# Variation after projection gives the two-configuration ground energy of minimal-basis H₂ when K ≥ 0

Q: Before I believe anything about H₂, what do the symbols mean?

A: g and u are the two real, orthonormal molecular orbitals of the minimal basis, bonding and antibonding. Eg and Eu are the energies of the configurations g² and u², and K is the matrix element that couples them. All three enter as real numbers. For real orbitals K is the Coulomb self-repulsion of the charge distribution g·u, which is why its sign is taken to be non-negative.

```lean
import Mathlib

open Matrix

namespace HydrogenProjectedHartreeFock

noncomputable section
```

Q: And the broken-symmetry determinant?

A: For a real angle t, the spin-up electron occupies cos t · g + sin t · u and the spin-down electron occupies cos t · g − sin t · u. `uhfPair` stores the amplitudes as a 2×2 table: the row is the spin-up orbital, the column the spin-down orbital, and Lean's index 0 means g, 1 means u.

```lean
/-- Amplitudes of the determinant with the spin-up electron in `cos t · g + sin t · u` and the
spin-down electron in `cos t · g - sin t · u`; rows and columns are ordered `g, u`. -/
def uhfPair (t : ℝ) : Matrix (Fin 2) (Fin 2) ℝ :=
  Matrix.vecMulVec ![Real.cos t, Real.sin t] ![Real.cos t, -Real.sin t]
```

Q: Where is the spin projection? I see no spin operator.

A: A two-electron singlet has an antisymmetric spin function, so its spatial amplitudes are symmetric under exchange of the two orbital labels. Projecting onto the singlet therefore means averaging the table with its transpose.

```lean
/-- Singlet projection: the part of the amplitudes symmetric under exchange of the orbitals of
the spin-up and spin-down electrons. -/
def singletPart (C : Matrix (Fin 2) (Fin 2) ℝ) : Matrix (Fin 2) (Fin 2) ℝ :=
  Matrix.of fun i j => (C i j + C j i) / 2
```

The Hamiltonian acts in the space of g² and u²:

```lean
/-- The CI matrix in the basis of the closed-shell configurations `g²` and `u²`. -/
def ciMatrix (Eg Eu K : ℝ) : Matrix (Fin 2) (Fin 2) ℝ := !![Eg, K; K, Eu]
```

The state passed to it is the diagonal of the projected table, and the energy is the expectation value divided by the squared norm.

```lean
/-- The closed-shell amplitudes of the singlet-projected determinant. -/
def projectedState (t : ℝ) : Fin 2 → ℝ := (singletPart (uhfPair t)).diag

/-- The energy expectation value of the projected state, divided by its squared norm. -/
def projectedEnergy (Eg Eu K t : ℝ) : ℝ :=
  (projectedState t ⬝ᵥ (ciMatrix Eg Eu K *ᵥ projectedState t)) /
    (projectedState t ⬝ᵥ projectedState t)
```

The candidate for the minimum, written E₀ below, is

E₀ = (Eg + Eu)/2 − √((Eu − Eg)²/4 + K²).

```lean
/-- The closed expression for the lower root of the two-configuration problem. -/
def groundEnergy (Eg Eu K : ℝ) : ℝ :=
  (Eg + Eu) / 2 - Real.sqrt ((Eu - Eg) ^ 2 / 4 + K ^ 2)
```

Q: Taking only the diagonal looks like a way to discard the open-shell part.

A: There is nothing to discard. The off-diagonal amplitudes are −cos t sin t and +sin t cos t, and their average is zero. What remains is cos² t on g² and −sin² t on u². The proof checks the four entries one by one.

```lean
/-- Singlet projection of the broken-symmetry determinant leaves only the configurations
`g²` and `u²`, with amplitudes `cos² t` and `-sin² t`. -/
theorem singletPart_uhfPair (t : ℝ) :
    singletPart (uhfPair t) = !![Real.cos t ^ 2, 0; 0, -Real.sin t ^ 2] := by
  ext i j
  fin_cases i <;> fin_cases j <;>
    simp [singletPart, uhfPair, Matrix.vecMulVec_apply] <;> ring
```

Q: Then the energy formula follows by substitution?

A: Yes. With amplitudes x = cos² t and y = −sin² t, the expectation value Eg x² + 2Kxy + Eu y² gives

E(t) = (Eg cos⁴ t + Eu sin⁴ t − 2K sin² t cos² t)/(cos⁴ t + sin⁴ t).

```lean
/-- The projected energy as an explicit function of the orbital mixing angle. -/
theorem projectedEnergy_eq (Eg Eu K t : ℝ) :
    projectedEnergy Eg Eu K t =
      (Eg * Real.cos t ^ 4 + Eu * Real.sin t ^ 4 - 2 * K * Real.sin t ^ 2 * Real.cos t ^ 2) /
        (Real.cos t ^ 4 + Real.sin t ^ 4) := by
  have h : projectedState t = ![Real.cos t ^ 2, -Real.sin t ^ 2] := by
    unfold projectedState
    rw [singletPart_uhfPair]
    ext i
    fin_cases i <;> simp
  unfold projectedEnergy
  rw [h]
  congr 1 <;> simp [ciMatrix, Matrix.mulVec, dotProduct, Fin.sum_univ_two] <;> ring
```

Q: Where would a student slip?

A: In the denominator. The determinant has norm 1, but its projection has a smaller norm unless sin t cos t = 0; the normalised amplitudes are cos² t and −sin² t divided by √(cos⁴ t + sin⁴ t). Take Eg = Eu = 0, K = 1, t = π/4. The numerator is −1/2 and the squared norm is 1/2, so the energy is −1. Without the division one would report −1/2.

The squared norm never vanishes, because

cos⁴ t + sin⁴ t = (1 + (cos² t − sin² t)²)/2.

```lean
/-- The squared norm of the projected state is positive at every mixing angle. -/
theorem norm_pos (t : ℝ) : 0 < Real.cos t ^ 4 + Real.sin t ^ 4 := by
  have h := Real.sin_sq_add_cos_sq t
  nlinarith [sq_nonneg (Real.cos t ^ 2 - Real.sin t ^ 2)]
```

Q: Now the minimum. How do you get it without differentiating?

A: Set a = Eg − E₀ and b = Eu − E₀. With D = (Eu − Eg)/2 and R = √(D² + K²), we have a = R − D and b = R + D. Since R ≥ |D|, both are non-negative, and

ab = R² − D² = K².

This is the secular equation. Lean gets the signs from `Real.abs_le_sqrt` and the product from the square of the root.

```lean
/-- The lower root lies at or below both configuration energies and solves the secular
equation. -/
theorem groundEnergy_secular (Eg Eu K : ℝ) :
    0 ≤ Eg - groundEnergy Eg Eu K ∧ 0 ≤ Eu - groundEnergy Eg Eu K ∧
      (Eg - groundEnergy Eg Eu K) * (Eu - groundEnergy Eg Eu K) = K ^ 2 := by
  have hs := Real.sq_sqrt (show 0 ≤ (Eu - Eg) ^ 2 / 4 + K ^ 2 by positivity)
  have hd : |(Eu - Eg) / 2| ≤ Real.sqrt ((Eu - Eg) ^ 2 / 4 + K ^ 2) :=
    Real.abs_le_sqrt (by nlinarith [sq_nonneg K])
  obtain ⟨h1, h2⟩ := abs_le.mp hd
  unfold groundEnergy
  refine ⟨by linarith, by linarith, ?_⟩
  linear_combination hs
```

For any real amplitudes x and y, the energy excess over E₀(x² + y²) is ax² + 2Kxy + by². Using ab = K²,

(a + b)(ax² + 2Kxy + by²) = (ax + Ky)² + (Kx + by)² ≥ 0.

If a + b > 0, divide by it. If a + b = 0, then a = b = K = 0 and the excess is zero. The proof has the same two cases, with the identity named `key`.

```lean
/-- Variational bound: no real two-configuration state has an energy below the lower root. -/
theorem variational_bound (Eg Eu K x y : ℝ) :
    groundEnergy Eg Eu K * (x ^ 2 + y ^ 2) ≤ Eg * x ^ 2 + 2 * K * x * y + Eu * y ^ 2 := by
  obtain ⟨ha, hb, hab⟩ := groundEnergy_secular Eg Eu K
  generalize groundEnergy Eg Eu K = E at *
  rcases (add_nonneg ha hb).eq_or_lt with h0 | hpos
  · have ha0 : Eg - E = 0 := by linarith
    have hb0 : Eu - E = 0 := by linarith
    have hK : K = 0 := by
      rw [ha0, zero_mul] at hab
      exact pow_eq_zero_iff (two_ne_zero) |>.mp hab.symm
    have h1 : Eg = E := by linarith
    have h2 : Eu = E := by linarith
    rw [hK, h1, h2]
    linarith
  · -- the trace of the shifted matrix times its quadratic form is a sum of two squares
    refine le_of_mul_le_mul_left ?_ hpos
    have key : ((Eg - E) + (Eu - E)) * (Eg * x ^ 2 + 2 * K * x * y + Eu * y ^ 2)
        - ((Eg - E) + (Eu - E)) * (E * (x ^ 2 + y ^ 2))
        = ((Eg - E) * x + K * y) ^ 2 + (K * x + (Eu - E) * y) ^ 2 := by
      linear_combination (x ^ 2 + y ^ 2) * hab
    linarith [sq_nonneg ((Eg - E) * x + K * y), sq_nonneg (K * x + (Eu - E) * y)]
```

Q: That makes E₀ a lower bound. Is it an eigenvalue?

A: The matrix with E₀ subtracted from its diagonal has determinant ab − K² = 0, so it annihilates some nonzero vector, which is an eigenvector for E₀. Conversely, if v is an eigenvector with eigenvalue E, multiplying the eigenvalue equation by v gives E(v₀² + v₁²) as its energy expression, and the bound yields E ≥ E₀. `IsLeast` joins the two halves: E₀ belongs to the set of eigenvalues, and no member is smaller.

```lean
/-- The lower root is the lowest eigenvalue of the CI matrix. -/
theorem groundEnergy_isLeast_eigenvalue (Eg Eu K : ℝ) :
    IsLeast {E : ℝ | ∃ v : Fin 2 → ℝ, v ≠ 0 ∧ ciMatrix Eg Eu K *ᵥ v = E • v}
      (groundEnergy Eg Eu K) := by
  constructor
  · obtain ⟨-, -, hab⟩ := groundEnergy_secular Eg Eu K
    generalize groundEnergy Eg Eu K = E at *
    have hdet : (!![Eg - E, K; K, Eu - E]).det = 0 := by
      rw [Matrix.det_fin_two_of]
      linarith
    obtain ⟨v, hv, h⟩ := Matrix.exists_mulVec_eq_zero_iff.mpr hdet
    have h0 := congrFun h 0
    have h1 := congrFun h 1
    simp [Matrix.mulVec, dotProduct, Fin.sum_univ_two] at h0 h1
    refine ⟨v, hv, ?_⟩
    ext i
    fin_cases i <;> simp [ciMatrix, Matrix.mulVec, dotProduct, Fin.sum_univ_two] <;> linarith
  · rintro E ⟨v, hv, h⟩
    have h0 : Eg * v 0 + K * v 1 = E * v 0 := by
      simpa [ciMatrix, Matrix.mulVec, dotProduct, Fin.sum_univ_two] using congrFun h 0
    have h1 : K * v 0 + Eu * v 1 = E * v 1 := by
      simpa [ciMatrix, Matrix.mulVec, dotProduct, Fin.sum_univ_two] using congrFun h 1
    have hne : v 0 ≠ 0 ∨ v 1 ≠ 0 := by
      by_contra hc
      rw [not_or, not_not, not_not] at hc
      exact hv (by ext i; fin_cases i <;> simp [hc.1, hc.2])
    have hpos : 0 < v 0 ^ 2 + v 1 ^ 2 := by
      rcases hne with h | h <;> positivity
    refine le_of_mul_le_mul_right ?_ hpos
    have hE : E * (v 0 ^ 2 + v 1 ^ 2)
        = Eg * v 0 ^ 2 + 2 * K * v 0 * v 1 + Eu * v 1 ^ 2 := by
      linear_combination -(v 0) * h0 - v 1 * h1
    rw [hE]
    exact variational_bound Eg Eu K (v 0) (v 1)
```

Q: But projected states form a one-parameter family. Why should they reach the eigenvector?

A: For K > 0, ab = K² forces a > 0, and completing the square gives

a · (E(t) − E₀) · (cos⁴ t + sin⁴ t) = (K sin² t − a cos² t)².

So E(t) = E₀ exactly when K sin² t = a cos² t.

```lean
/-- For positive coupling, a mixing angle reaches the lower root exactly when
`K sin² t = (Eg - E₀) cos² t`, where `E₀` is that root. -/
theorem optimal_angle_iff (Eg Eu K t : ℝ) (hK : 0 < K) :
    projectedEnergy Eg Eu K t = groundEnergy Eg Eu K ↔
      K * Real.sin t ^ 2 = (Eg - groundEnergy Eg Eu K) * Real.cos t ^ 2 := by
  obtain ⟨ha, -, hab⟩ := groundEnergy_secular Eg Eu K
  rw [projectedEnergy_eq, div_eq_iff (norm_pos t).ne']
  generalize groundEnergy Eg Eu K = E at *
  have ha0 : Eg - E ≠ 0 := by
    intro h
    rw [h, zero_mul] at hab
    exact (pow_pos hK 2).ne hab
  -- completing the square in the energy difference
  have key : (Eg - E) * ((Eg * Real.cos t ^ 4 + Eu * Real.sin t ^ 4
      - 2 * K * Real.sin t ^ 2 * Real.cos t ^ 2) - E * (Real.cos t ^ 4 + Real.sin t ^ 4))
      = (K * Real.sin t ^ 2 - (Eg - E) * Real.cos t ^ 2) ^ 2 := by
    linear_combination Real.sin t ^ 4 * hab
  constructor
  · intro h
    rw [sub_eq_zero.mpr h, mul_zero] at key
    exact sub_eq_zero.mp ((pow_eq_zero_iff two_ne_zero).mp key.symm)
  · intro h
    rw [sub_eq_zero.mpr h, zero_pow two_ne_zero] at key
    exact sub_eq_zero.mp ((mul_eq_zero.mp key).resolve_left ha0)
```

This is solved by t = arctan √(a/K). For K = 0, ab = 0: if a = 0 take t = 0, and if b = 0 take t = π/2. The lower bound at every t is the variational bound with x = cos² t and y = −sin² t. The main theorem combines these steps; `Set.range` is the set of projected energies over all real t.

```lean
/-- Variation after projection: for non-negative coupling the minimum of the projected energy
over the mixing angle is attained and equals `(Eg + Eu)/2 - √((Eu - Eg)²/4 + K²)`. -/
theorem variation_after_projection (Eg Eu K : ℝ) (hK : 0 ≤ K) :
    IsLeast (Set.range (projectedEnergy Eg Eu K))
      ((Eg + Eu) / 2 - Real.sqrt ((Eu - Eg) ^ 2 / 4 + K ^ 2)) := by
  change IsLeast _ (groundEnergy Eg Eu K)
  obtain ⟨ha, -, hab⟩ := groundEnergy_secular Eg Eu K
  constructor
  · rcases hK.eq_or_lt with h0 | hpos
    · -- without coupling one of the two pure configurations is optimal
      subst h0
      rw [zero_pow two_ne_zero] at hab
      rcases mul_eq_zero.mp hab with h | h
      · refine ⟨0, ?_⟩
        rw [projectedEnergy_eq]
        simp
        linarith
      · refine ⟨Real.pi / 2, ?_⟩
        rw [projectedEnergy_eq]
        simp
        linarith
    · -- with coupling an arctangent gives one optimal angle
      refine ⟨Real.arctan (Real.sqrt ((Eg - groundEnergy Eg Eu K) / K)), ?_⟩
      rw [optimal_angle_iff Eg Eu K _ hpos]
      rw [← Real.tan_mul_cos (Real.cos_arctan_pos _).ne', Real.tan_arctan, mul_pow,
        Real.sq_sqrt (div_nonneg ha hpos.le)]
      field_simp
  · rintro _ ⟨t, rfl⟩
    rw [projectedEnergy_eq, le_div_iff₀ (norm_pos t)]
    have h := variational_bound Eg Eu K (Real.cos t ^ 2) (-Real.sin t ^ 2)
    ring_nf at h ⊢
    linarith
```

Q: So what has this told me about real H₂?

A: Within this two-orbital, one-parameter model, optimising the determinant after spin projection recovers the energy of configuration interaction between g² and u². The matrix `ciMatrix` is assumed, not derived from integrals, and the orbitals g and u are fixed. Nothing follows for larger basis sets or more electrons.

Q: Does the optimal determinant really break the symmetry?

A: For K > 0, always. If cos t = 0, the optimality condition would read K = 0; if sin t = 0, it would read a = 0, contradicting ab = K² > 0. Both orbitals are therefore mixed, whatever Eg and Eu are.

```lean
/-- For positive coupling, every mixing angle that reaches the lower root mixes both
orbitals `g` and `u`. -/
theorem optimal_angle_breaks_symmetry (Eg Eu K t : ℝ) (hK : 0 < K)
    (h : projectedEnergy Eg Eu K t = groundEnergy Eg Eu K) :
    Real.cos t ≠ 0 ∧ Real.sin t ≠ 0 := by
  obtain ⟨-, -, hab⟩ := groundEnergy_secular Eg Eu K
  rw [optimal_angle_iff Eg Eu K t hK] at h
  have h1 := Real.sin_sq_add_cos_sq t
  constructor
  · intro hc
    rw [hc] at h h1
    nlinarith
  · intro hs
    rw [hs] at h h1
    have ha : Eg - groundEnergy Eg Eu K = 0 := by
      have hc : Real.cos t ^ 2 = 1 := by linarith
      rw [hc] at h
      linarith
    rw [ha, zero_mul] at hab
    exact (pow_pos hK 2).ne hab
```

Q: And if I got the sign of K wrong?

A: Then the family misses the ground state. For K < 0 the excess energy times the squared norm is

a cos⁴ t + b sin⁴ t + 2|K| sin² t cos² t.

Here a and b are both positive and cos t and sin t never vanish together, so this is strictly positive. The two amplitudes of the lowest eigenvector are nonzero and of equal sign, so their product is positive; the projected amplitudes have the product −sin² t cos² t, which is never positive. The proof bounds the cross term and the diagonal terms separately, splitting on whether cos t is zero.

```lean
/-- For negative coupling, the projected energy lies strictly above the lower root at every
mixing angle. -/
theorem negative_coupling_gap (Eg Eu K t : ℝ) (hK : K < 0) :
    groundEnergy Eg Eu K < projectedEnergy Eg Eu K t := by
  obtain ⟨ha, hb, hab⟩ := groundEnergy_secular Eg Eu K
  rw [projectedEnergy_eq, lt_div_iff₀ (norm_pos t)]
  generalize groundEnergy Eg Eu K = E at *
  have hK2 : 0 < K ^ 2 := by nlinarith
  have ha' : 0 < Eg - E := lt_of_le_of_ne ha (fun h => by rw [← h, zero_mul] at hab; linarith)
  have hb' : 0 < Eu - E := lt_of_le_of_ne hb (fun h => by rw [← h, mul_zero] at hab; linarith)
  have hcross : 0 ≤ (-K) * (Real.sin t ^ 2 * Real.cos t ^ 2) :=
    mul_nonneg (by linarith) (by positivity)
  have hdiag : 0 < (Eg - E) * Real.cos t ^ 4 + (Eu - E) * Real.sin t ^ 4 := by
    by_cases hc : Real.cos t = 0
    · have hs : Real.sin t ≠ 0 := by
        intro hs
        have h1 := Real.sin_sq_add_cos_sq t
        rw [hs, hc] at h1
        norm_num at h1
      have h2 : 0 < (Eu - E) * Real.sin t ^ 4 := mul_pos hb' (by positivity)
      have h3 : 0 ≤ (Eg - E) * Real.cos t ^ 4 := mul_nonneg ha (by positivity)
      linarith
    · have h2 : 0 < (Eg - E) * Real.cos t ^ 4 := mul_pos ha' (by positivity)
      have h3 : 0 ≤ (Eu - E) * Real.sin t ^ 4 := mul_nonneg hb (by positivity)
      linarith
  linarith

end

end HydrogenProjectedHartreeFock
```

```lean
#print axioms HydrogenProjectedHartreeFock.groundEnergy_isLeast_eigenvalue
#print axioms HydrogenProjectedHartreeFock.variation_after_projection
#print axioms HydrogenProjectedHartreeFock.optimal_angle_breaks_symmetry
#print axioms HydrogenProjectedHartreeFock.negative_coupling_gap
```

```
'HydrogenProjectedHartreeFock.groundEnergy_isLeast_eigenvalue' depends on axioms: [propext, Classical.choice, Quot.sound]
'HydrogenProjectedHartreeFock.variation_after_projection' depends on axioms: [propext, Classical.choice, Quot.sound]
'HydrogenProjectedHartreeFock.optimal_angle_breaks_symmetry' depends on axioms: [propext, Classical.choice, Quot.sound]
'HydrogenProjectedHartreeFock.negative_coupling_gap' depends on axioms: [propext, Classical.choice, Quot.sound]
```
